# Identical Aligned Convex Particles Overlap Exactly When Their Symmetrized Copies Do

## A midpoint test that misses overlaps

Two equal discs share a point exactly when the midpoint between their centres lies in both of them. For triangles that all point the same way, the same test gives wrong answers. Take the triangle $K$ with corners $(-1,-1)$, $(2,-1)$ and $(-1,2)$, whose centroid is the origin, and place a second copy at $v=(2.5,-2.5)$. Half the separation is $(1.25,-1.25)$, which lies below the bottom edge of $K$, so the test reports no overlap. Yet the point $(1.7,-0.8)$ is inside both copies. A program that relied on this test would accept a configuration of interpenetrating particles.

The remedy is to keep the test and change the shape. Replace $K$ by

$$D=\tfrac12(K-K)=\{\tfrac12(a-b) : a,b\in K\}.$$

For the triangle, $D$ is a hexagon that is symmetric about the origin, and it contains $(1.25,-1.25)$. For every convex $K$, translates of $K$ overlap exactly when the translates of $D$ at the same centres do. In a Monte Carlo simulation of identical hard convex particles that all keep one fixed orientation, overlap checks between particles can therefore be made with $D$ in place of $K$.

## Particles, centres and packings

A particle is a set $K$ of vectors in a real vector space $V$, of any dimension. In Lean these are `K : Set V` and the assumptions on `V`. The copy at $x$ is $K+x$, written `translate K x`; it is moved and never rotated. The vector $x$ is the position of the particle's reference point, which need not be its centroid.

`Overlap K x y` says that $K+x$ and $K+y$ have a common point, so contact at a single boundary point counts as overlap. `symmetrized K` is $D$. `IsPacking K X` says that copies at any two distinct centres in the set $X$ do not overlap.

The two central statements both assume that $K$ is convex, `Convex ℝ K`:

- `overlap_symmetrized_iff`: for all $x$ and $y$, $K+x$ meets $K+y$ if and only if $D+x$ meets $D+y$.
- `isPacking_symmetrized_iff`: a set of centres packs $K$ if and only if it packs $D$.

Convexity is the physical restriction to particles that are in one piece and have no dents or holes. The theorems say nothing about particles that can turn, about mixtures of shapes or about which packing is densest. The reduction preserves the centres, not the fraction of space that is filled: the hexagon above has $3/2$ times the area of its triangle.

## From common points to differences

Suppose that $p$ lies in both copies. Then $p=a+x=b+y$ with $a,b\in K$, so $y-x=a-b$. Conversely, if $y-x=a-b$ with $a,b\in K$, then $a+x=b+y$ is a common point. Thus

$$K+x \text{ meets } K+y \iff y-x=a-b \text{ for some } a,b\in K.$$

No convexity is needed here, so the criterion also applies to $D$.

The set $D$ is symmetric, since $-\tfrac12(a-b)=\tfrac12(b-a)$. If $K$ is convex, so is $D$: for $s,t\ge 0$ with $s+t=1$,

$$s\,\tfrac12(a-b)+t\,\tfrac12(c-e)=\tfrac12\big((sa+tc)-(sb+te)\big),$$

and both $sa+tc$ and $sb+te$ lie in $K$.

## Regrouping four points into two midpoints

If the copies of $K$ overlap, then $y-x=a-b$ with $a,b\in K$, and

$$a-b=\tfrac12(a-b)-\tfrac12(b-a)$$

is a difference of two points of $D$. Hence the copies of $D$ overlap.

If the copies of $D$ overlap, there are $a,b,c,e\in K$ with

$$y-x=\tfrac12(a-b)-\tfrac12(c-e)=\tfrac12(a+e)-\tfrac12(b+c).$$

The right-hand side is a difference of two midpoints of points of $K$. By convexity these midpoints lie in $K$, so the copies of $K$ overlap. Applying the equivalence to every pair of distinct centres gives the statement about packings.

The second direction fails for the two-point particle $K=\{0,1\}$ on the line. Here $D=\{-\tfrac12,0,\tfrac12\}$, and the copies of $D$ at $0$ and $\tfrac12$ share the point $\tfrac12$. The copies of $K$ are $\{0,1\}$ and $\{\tfrac12,\tfrac32\}$, which are disjoint.

## At most one convex symmetric shape for each set of overlaps

Let $S$ be convex and symmetric about the origin, with the same overlaps as $K$ for all pairs of centres. Then $S=D$.

Take $d\in S$. Since $2d=d-(-d)$, the copies of $S$ at $0$ and $2d$ overlap. So do those of $K$, hence $2d=a-b$ with $a,b\in K$, and $d\in D$. Conversely, let $d=\tfrac12(a-b)$ with $a,b\in K$. The copies of $K$ at $0$ and $a-b$ overlap, so those of $S$ do as well, and $a-b=s-t$ with $s,t\in S$. Then $d=\tfrac12s+\tfrac12(-t)$ is a midpoint of two points of $S$ and lies in $S$.

This argument does not use convexity of $K$. What convexity of $K$ secures is that $D$ does have the same overlaps.

## Lattices of centres

Let the centres form an additive group $L$ of translations. Two copies at distinct $x,y\in L$ overlap exactly when $v=y-x$ is a difference of points of $K$, that is, when $\tfrac12v\in D$. Every nonzero $v\in L$ occurs as such a difference, for example with $x=0$ and $y=v$. So $L$ packs $K$ exactly when no half of a nonzero lattice vector lies in $D$. This is the midpoint test from the start, now with the right shape. It holds for any $K$, convex or not, and the Lean type `AddSubgroup V` does not require $L$ to be discrete.

## Particles that are allowed to touch

Hard particles may touch, so the physical condition is that their interiors are disjoint. For this $V$ needs a topology in which addition and scaling are continuous, as in ordinary space. Let $K$ be convex with nonempty interior, which in ordinary space means that the particle has some thickness in every direction. Then

$$\operatorname{int}D=\tfrac12(\operatorname{int}K-\operatorname{int}K).$$

For one inclusion, let $d\in\operatorname{int}D$ and choose $k\in\operatorname{int}K$. Since $d$ is an interior point, $td\in D$ for some $t>1$, so $td=\tfrac12(a-b)$ with $a,b\in K$. Pull both points towards $k$:

$$a'=(1-t^{-1})k+t^{-1}a,\qquad b'=(1-t^{-1})k+t^{-1}b.$$

Both lie in $\operatorname{int}K$, because a point strictly between an interior point and a point of a convex set is interior. The terms in $k$ cancel, and $\tfrac12(a'-b')=t^{-1}\,\tfrac12(a-b)=d$.

For the other inclusion, let $d=\tfrac12(a-b)$ with $a,b\in\operatorname{int}K$. The set of all $p$ with $2p+b\in\operatorname{int}K$ is open and contains $d$, because $2d+b=a$. It lies in $D$, because $p=\tfrac12\big((2p+b)-b\big)$. So $d\in\operatorname{int}D$.

The interior of a convex set is convex, so the packing equivalence applies to $\operatorname{int}K$. A set of centres therefore packs $K$ with touching allowed if and only if it packs $D$ with touching allowed.

## Overlap defined by interiors

The definition of `Overlap` could have asked for a common interior point from the start. Touching would then be legal throughout, and no separate statement about it would be needed. The cost is that even the basic criterion would require a topology on $V$, that the uniqueness of $D$ would be lost, since an open disc and the closed disc of the same radius would have the same overlaps, and that an infinitely thin plate in three dimensions, which has no interior, would never overlap anything. With common points as the definition, the main equivalence is pure vector algebra and covers thin particles too.

## The reduction in Lean 4

```lean
import Mathlib

open Topology

namespace AlignedConvexPacking

variable {V : Type*} [AddCommGroup V] [Module ℝ V]

/-- The particle `K` moved, without rotation, by the vector `x`. -/
def translate (K : Set V) (x : V) : Set V := {p | ∃ k ∈ K, p = k + x}

/-- The copies of `K` placed at `x` and at `y` share a point. -/
def Overlap (K : Set V) (x y : V) : Prop := (translate K x ∩ translate K y).Nonempty

/-- The symmetrized particle `(K - K) / 2`. -/
def symmetrized (K : Set V) : Set V := {d | ∃ a ∈ K, ∃ b ∈ K, d = (1 / 2 : ℝ) • (a - b)}

/-- Copies of `K` placed at the centres `X` do not overlap. -/
def IsPacking (K X : Set V) : Prop := ∀ x ∈ X, ∀ y ∈ X, x ≠ y → ¬ Overlap K x y

/-- Two aligned copies overlap exactly when the vector between their centres is a difference
of two points of the particle. -/
theorem overlap_iff (K : Set V) (x y : V) :
    Overlap K x y ↔ ∃ a ∈ K, ∃ b ∈ K, y - x = a - b := by
  constructor
  · rintro ⟨p, ⟨a, ha, h1⟩, ⟨b, hb, h2⟩⟩
    refine ⟨a, ha, b, hb, ?_⟩
    linear_combination (norm := module) h1 - h2
  · rintro ⟨a, ha, b, hb, h⟩
    refine ⟨a + x, ⟨a, ha, rfl⟩, ⟨b, hb, ?_⟩⟩
    linear_combination (norm := module) (-1 : ℝ) • h

/-- The symmetrized particle is centrally symmetric about the origin. -/
theorem symmetrized_neg_mem {K : Set V} {d : V} (hd : d ∈ symmetrized K) :
    -d ∈ symmetrized K := by
  obtain ⟨a, ha, b, hb, rfl⟩ := hd
  exact ⟨b, hb, a, ha, by module⟩

/-- The symmetrized particle of a convex particle is convex. -/
theorem symmetrized_convex {K : Set V} (hK : Convex ℝ K) : Convex ℝ (symmetrized K) := by
  intro p hp q hq s t hs ht hst
  obtain ⟨a, ha, b, hb, rfl⟩ := hp
  obtain ⟨c, hc, e, he, rfl⟩ := hq
  exact ⟨s • a + t • c, hK ha hc hs ht hst, s • b + t • e, hK hb he hs ht hst, by module⟩

/-- Two aligned copies of a convex particle overlap if and only if the copies of its
symmetrized particle at the same centres overlap. -/
theorem overlap_symmetrized_iff {K : Set V} (hK : Convex ℝ K) (x y : V) :
    Overlap K x y ↔ Overlap (symmetrized K) x y := by
  rw [overlap_iff, overlap_iff]
  constructor
  · rintro ⟨a, ha, b, hb, h⟩
    refine ⟨_, ⟨a, ha, b, hb, rfl⟩, _, ⟨b, hb, a, ha, rfl⟩, ?_⟩
    rw [h]
    module
  · rintro ⟨_, ⟨a, ha, b, hb, rfl⟩, _, ⟨c, hc, e, he, rfl⟩, h⟩
    -- regroup the four points into two midpoints, which lie in `K` by convexity
    have h2 : (0 : ℝ) ≤ 1 / 2 := by norm_num
    have h1 : (1 / 2 : ℝ) + 1 / 2 = 1 := by norm_num
    refine ⟨(1 / 2 : ℝ) • a + (1 / 2 : ℝ) • e, hK ha he h2 h2 h1,
      (1 / 2 : ℝ) • b + (1 / 2 : ℝ) • c, hK hb hc h2 h2 h1, ?_⟩
    rw [h]
    module

/-- A set of centres packs a convex particle if and only if it packs the symmetrized
particle. -/
theorem isPacking_symmetrized_iff {K : Set V} (hK : Convex ℝ K) (X : Set V) :
    IsPacking K X ↔ IsPacking (symmetrized K) X := by
  simp only [IsPacking, overlap_symmetrized_iff hK]

/-- A convex, centrally symmetric particle with the same overlaps as `K` is the symmetrized
particle of `K`. -/
theorem eq_symmetrized_of_same_overlaps {K S : Set V} (hS : Convex ℝ S)
    (hneg : ∀ s ∈ S, -s ∈ S) (h : ∀ x y, Overlap S x y ↔ Overlap K x y) :
    S = symmetrized K := by
  ext d
  constructor
  · intro hd
    -- the copies of `S` at `0` and `2 d` share the point `d`
    have h1 : Overlap S 0 ((2 : ℝ) • d) :=
      (overlap_iff _ _ _).mpr ⟨d, hd, -d, hneg d hd, by module⟩
    obtain ⟨a, ha, b, hb, hab⟩ := (overlap_iff _ _ _).mp ((h _ _).mp h1)
    refine ⟨a, ha, b, hb, ?_⟩
    linear_combination (norm := module) (1 / 2 : ℝ) • hab
  · rintro ⟨a, ha, b, hb, rfl⟩
    have h1 : Overlap K 0 (a - b) := (overlap_iff _ _ _).mpr ⟨a, ha, b, hb, by module⟩
    obtain ⟨s, hs, t, ht, hst⟩ := (overlap_iff _ _ _).mp ((h _ _).mpr h1)
    have h2 : (1 / 2 : ℝ) • (a - b) = (1 / 2 : ℝ) • s + (1 / 2 : ℝ) • (-t) := by
      linear_combination (norm := module) (1 / 2 : ℝ) • hst
    rw [h2]
    exact hS hs (hneg t ht) (by norm_num) (by norm_num) (by norm_num)

/-- Copies of `K` at the points of a lattice (any additive group of translations) do not
overlap exactly when no half of a nonzero lattice vector lies in the symmetrized particle. -/
theorem lattice_isPacking_iff (K : Set V) (L : AddSubgroup V) :
    IsPacking K (L : Set V) ↔ ∀ v ∈ L, v ≠ 0 → (1 / 2 : ℝ) • v ∉ symmetrized K := by
  constructor
  · rintro h v hv hv0 ⟨a, ha, b, hb, hab⟩
    refine h 0 L.zero_mem v hv hv0.symm ((overlap_iff _ _ _).mpr ⟨a, ha, b, hb, ?_⟩)
    linear_combination (norm := module) (2 : ℝ) • hab
  · intro h x hx y hy hxy ho
    obtain ⟨a, ha, b, hb, hab⟩ := (overlap_iff _ _ _).mp ho
    exact h (y - x) (L.sub_mem hy hx) (sub_ne_zero.mpr hxy.symm) ⟨a, ha, b, hb, by rw [hab]⟩

/-- For a convex particle with nonempty interior, the interior of the symmetrized particle is
the symmetrization of the interior. -/
theorem interior_symmetrized [TopologicalSpace V] [IsTopologicalAddGroup V]
    [ContinuousSMul ℝ V] {K : Set V} (hK : Convex ℝ K) (hne : (interior K).Nonempty) :
    interior (symmetrized K) = symmetrized (interior K) := by
  apply Set.Subset.antisymm
  · intro d hd
    obtain ⟨k, hk⟩ := hne
    -- an interior point can be stretched a little without leaving the particle
    obtain ⟨t, ht, a, ha, b, hb, hab⟩ : ∃ t : ℝ, 1 < t ∧ t • d ∈ symmetrized K := by
      have hc : Continuous (fun t : ℝ => t • d) := by fun_prop
      have hn : (fun t : ℝ => t • d) ⁻¹' interior (symmetrized K) ∈ 𝓝 (1 : ℝ) :=
        (isOpen_interior.preimage hc).mem_nhds (by simpa using hd)
      obtain ⟨ε, hε, hball⟩ := Metric.mem_nhds_iff.mp hn
      have hm : 1 + ε / 2 ∈ Metric.ball (1 : ℝ) ε := by
        rw [Metric.mem_ball, Real.dist_eq, add_sub_cancel_left, abs_of_pos (half_pos hε)]
        exact half_lt_self hε
      exact ⟨1 + ε / 2, by linarith, interior_subset (hball hm)⟩
    have ht0 : 0 < t := by linarith
    have hi : 0 < t⁻¹ := inv_pos.mpr ht0
    have hi1 : 0 < 1 - t⁻¹ := sub_pos.mpr (inv_lt_one_of_one_lt₀ ht)
    -- pulling points of `K` towards `k` brings them into the interior
    have key : ∀ p ∈ K, (1 - t⁻¹) • k + t⁻¹ • p ∈ interior K := fun p hp =>
      hK.openSegment_interior_self_subset_interior hk hp
        ⟨1 - t⁻¹, t⁻¹, hi1, hi, by ring, rfl⟩
    refine ⟨_, key a ha, _, key b hb, ?_⟩
    calc d = t⁻¹ • (t • d) := (inv_smul_smul₀ ht0.ne' d).symm
      _ = _ := by rw [hab]; module
  · rintro d ⟨a, ha, b, hb, hd⟩
    have hc : Continuous (fun p : V => (2 : ℝ) • p + b) := by fun_prop
    refine mem_interior.mpr ⟨(fun p : V => (2 : ℝ) • p + b) ⁻¹' interior K, ?_,
      isOpen_interior.preimage hc, ?_⟩
    · intro p hp
      exact ⟨(2 : ℝ) • p + b, interior_subset hp, b, interior_subset hb, by module⟩
    · have h : (2 : ℝ) • d + b = a := by rw [hd]; module
      change (2 : ℝ) • d + b ∈ interior K
      rwa [h]

/-- When particles may touch and only their interiors must stay disjoint, a set of centres
packs a convex particle with nonempty interior if and only if it packs the symmetrized one. -/
theorem touching_packing_iff [TopologicalSpace V] [IsTopologicalAddGroup V]
    [ContinuousSMul ℝ V] {K : Set V} (hK : Convex ℝ K) (hne : (interior K).Nonempty)
    (X : Set V) :
    IsPacking (interior K) X ↔ IsPacking (interior (symmetrized K)) X := by
  rw [interior_symmetrized hK hne]
  exact isPacking_symmetrized_iff hK.interior X

/-- For the two-point particle `{0, 1}` on the line, the symmetrized copies at `0` and `1/2`
overlap while the original copies do not. -/
theorem nonconvex_counterexample :
    Overlap (symmetrized ({0, 1} : Set ℝ)) 0 (1 / 2) ∧
      ¬ Overlap ({0, 1} : Set ℝ) 0 (1 / 2) := by
  constructor
  · exact (overlap_iff _ _ _).mpr ⟨1 / 2, ⟨1, by simp, 0, by simp, by norm_num⟩,
      0, ⟨0, by simp, 0, by simp, by norm_num⟩, by norm_num⟩
  · rw [overlap_iff]
    rintro ⟨a, ha, b, hb, h⟩
    simp only [Set.mem_insert_iff, Set.mem_singleton_iff] at ha hb
    rcases ha with rfl | rfl <;> rcases hb with rfl | rfl <;> norm_num at h

end AlignedConvexPacking
```

```lean
#print axioms AlignedConvexPacking.overlap_symmetrized_iff
#print axioms AlignedConvexPacking.lattice_isPacking_iff
#print axioms AlignedConvexPacking.touching_packing_iff
#print axioms AlignedConvexPacking.nonconvex_counterexample
```

```
'AlignedConvexPacking.overlap_symmetrized_iff' depends on axioms: [propext, Classical.choice, Quot.sound]
'AlignedConvexPacking.lattice_isPacking_iff' depends on axioms: [propext, Classical.choice, Quot.sound]
'AlignedConvexPacking.touching_packing_iff' depends on axioms: [propext, Classical.choice, Quot.sound]
'AlignedConvexPacking.nonconvex_counterexample' depends on axioms: [propext, Classical.choice, Quot.sound]
```

## How the Lean proofs follow the algebra

`overlap_iff` is the difference criterion. Its first half unpacks a common point into two equations for `p` and subtracts them; its second half supplies `a + x` as the common point. The tactic `linear_combination (norm := module)` combines the given vector equations with the stated coefficients and leaves `module` to check the remaining identity. `symmetrized_neg_mem` and `symmetrized_convex` name the new pair of points in `K` and let `module` confirm the formula.

In `overlap_symmetrized_iff`, the first `rw` turns both sides into statements about differences. The forward direction supplies the pairs $(a,b)$ and $(b,a)$. The backward direction supplies the midpoints of $a,e$ and of $b,c$; the terms beginning with `hK` are the two uses of convexity, with weights $\tfrac12$ and $\tfrac12$. `isPacking_symmetrized_iff` rewrites with this equivalence inside the definition of a packing.

`eq_symmetrized_of_same_overlaps` proves equality of sets point by point. In each direction `h1` is an overlap built by hand, at $0$ and $2d$ or at $0$ and $a-b$, and the hypothesis `h` transfers it to the other particle. `lattice_isPacking_iff` uses the group structure twice: `L.zero_mem` provides the centre $0$, and `L.sub_mem` shows that $y-x$ is a lattice vector.

The longest proof is `interior_symmetrized`. To find $t>1$, it considers the map $t\mapsto td$, which is continuous and sends $1$ into the interior of $D$. Some ball of radius $\varepsilon$ around $1$ is therefore sent there too, and $t=1+\varepsilon/2$ serves. The statement `key` is the pull towards $k$, taken from Mathlib's lemma on open segments that start at an interior point, and the `calc` block checks that the two pulled points give back $d$. The reverse inclusion exhibits the open set described above as a preimage of `interior K`. `touching_packing_iff` then rewrites the interior of $D$ and applies the packing equivalence to `interior K`, whose convexity is `hK.interior`.

`nonconvex_counterexample` gives explicit points for the overlap of the symmetrized copies. For the original copies it runs through the four choices of $a,b\in\{0,1\}$, and `norm_num` finds that none has difference $\tfrac12$.
